# Closed form for a quadratic polynomial in |a| summed over the layers a = −m to m

The lemma gives a closed form for three times the sum of 6N² + 6N + 2 − (6N + 3)|a| + |a|² over the integer layers a from −m to m. Here N is any integer and m any natural number, with no relation assumed between them. The statement is a finite identity in the integers, and it specifies no Hamiltonian or quantum state. The proof goes by induction on m: passing from m to m + 1 adds the layers −(m + 1) and m + 1, and the attempt then tries to rewrite the remaining sum with the induction hypothesis.

In Lean, a first try:

```lean
import Mathlib

open Finset

namespace SumLayers

/-- The layer polynomial with parameter `N`, summed over the layers from `-m` to `m`. -/
theorem sum_layers (N : ℤ) (m : ℕ) :
    3 * ∑ a ∈ Icc (-(m : ℤ)) m, (6 * N ^ 2 + 6 * N + 2 - (6 * N + 3) * |a| + |a| ^ 2) =
      3 * (2 * m + 1) * (6 * N ^ 2 + 6 * N + 2) - 3 * (6 * N + 3) * (m * (m + 1))
        + m * (m + 1) * (2 * m + 1) := by
  induction m with
  | zero => simp
  | succ m ih =>
    -- enlarging the range adds one layer on either side
    have hI : Icc (-((m + 1 : ℕ) : ℤ)) ((m + 1 : ℕ) : ℤ) =
        insert (-((m + 1 : ℕ) : ℤ)) (insert ((m + 1 : ℕ) : ℤ) (Icc (-(m : ℤ)) m)) := by
      ext t
      simp only [mem_insert, mem_Icc]
      omega
    rw [hI, sum_insert (by simp only [mem_insert, mem_Icc]; omega),
      sum_insert (by simp only [mem_Icc]; omega), mul_add, mul_add, ih, abs_neg, Nat.abs_cast]
    push_cast
    ring

end SumLayers
```

The error:

```
Main.lean:22:68: error: Tactic `rewrite` failed: Did not find an occurrence of the pattern
  3 * ∑ a ∈ Icc (-↑m) ↑m, (6 * N ^ 2 + 6 * N + 2 - (6 * N + 3) * |a| + |a| ^ 2)
in the target expression
  3 * (6 * N ^ 2 + 6 * N + 2 - (6 * N + 3) * |(-↑(m + 1))|) + 3 * |(-↑(m + 1))| ^ 2 +
      3 *
        (6 * N ^ 2 + 6 * N + 2 - (6 * N + 3) * |↑(m + 1)| + |↑(m + 1)| ^ 2 +
          ∑ x ∈ Icc (-↑m) ↑m, (6 * N ^ 2 + 6 * N + 2 - (6 * N + 3) * |x| + |x| ^ 2)) =
    3 * (2 * ↑(m + 1) + 1) * (6 * N ^ 2 + 6 * N + 2) - 3 * (6 * N + 3) * (↑(m + 1) * (↑(m + 1) + 1)) +
      ↑(m + 1) * (↑(m + 1) + 1) * (2 * ↑(m + 1) + 1)

case succ
N : ℤ
m : ℕ
ih :
  3 * ∑ a ∈ Icc (-↑m) ↑m, (6 * N ^ 2 + 6 * N + 2 - (6 * N + 3) * |a| + |a| ^ 2) =
    3 * (2 * ↑m + 1) * (6 * N ^ 2 + 6 * N + 2) - 3 * (6 * N + 3) * (↑m * (↑m + 1)) + ↑m * (↑m + 1) * (2 * ↑m + 1)
hI : Icc (-↑(m + 1)) ↑(m + 1) = insert (-↑(m + 1)) (insert (↑(m + 1)) (Icc (-↑m) ↑m))
⊢ 3 * (6 * N ^ 2 + 6 * N + 2 - (6 * N + 3) * |(-↑(m + 1))|) + 3 * |(-↑(m + 1))| ^ 2 +
      3 *
        (6 * N ^ 2 + 6 * N + 2 - (6 * N + 3) * |↑(m + 1)| + |↑(m + 1)| ^ 2 +
          ∑ x ∈ Icc (-↑m) ↑m, (6 * N ^ 2 + 6 * N + 2 - (6 * N + 3) * |x| + |x| ^ 2)) =
    3 * (2 * ↑(m + 1) + 1) * (6 * N ^ 2 + 6 * N + 2) - 3 * (6 * N + 3) * (↑(m + 1) * (↑(m + 1) + 1)) +
      ↑(m + 1) * (↑(m + 1) + 1) * (2 * ↑(m + 1) + 1)
```

This version goes through:

```diff
@@ -20,7 +20,7 @@
       omega
     rw [hI, sum_insert (by simp only [mem_insert, mem_Icc]; omega),
-      sum_insert (by simp only [mem_Icc]; omega), mul_add, mul_add, ih, abs_neg, Nat.abs_cast]
+      sum_insert (by simp only [mem_Icc]; omega), abs_neg, Nat.abs_cast]
     push_cast
-    ring
+    linear_combination ih
 
 end SumLayers
```

What went wrong. The error says that `rw` could not find the left side of `ih`, which is 3 times the sum over the old layers. After the two `sum_insert` steps, the factor 3 multiplies the first new layer's term plus a bracket holding the second new term and the old sum. The first `mul_add` splits these two parts. The second was needed on the bracket, but it matched the first layer's term, itself a sum ending in `|(-↑(m + 1))| ^ 2`. The old sum therefore stayed inside the bracket, and the product that `ih` rewrites never appeared.

The repair drops both `mul_add` steps and `ih` from the `rw`, keeping `abs_neg` and `Nat.abs_cast` to remove the absolute values in the two new terms. After `push_cast`, `linear_combination ih` replaces `ring`. It subtracts the induction hypothesis from the goal and checks by ring algebra that the difference vanishes, so 3 times the old sum need not appear as a separate product. Plain `ring` would not do here, since it does not use `ih`.
